# Löwdin bracketing: a trial energy and its partitioned value enclose the lowest level when both lie below all outer energies

Take two states of energy 0 with coupling 1. Eliminating one of them turns the eigenvalue problem into $E = 1/E$, which invites iteration. Started at $E=-2$, the iteration gives $-1/2$, then $-2$ again, and so on for ever. The residual never shrinks in size, so the iteration alone never settles. Yet the lowest level, $-1$, lies between the two iterates. The same holds for one reference state coupled to any finite number of mutually uncoupled outer states, as long as the trial energy and its partitioned value both lie below all outer energies.

## The bracket

A reference state of energy $a$ is coupled to finitely many outer states, labelled by $k$, with energies $d_k$. The numbers $a$ and $d_k$ are real, the couplings $b_k$ are complex, and the outer states are not coupled to each other. Define

$$f(E) = a + \sum_k \frac{|b_k|^2}{E-d_k}.$$

If $E$ and $f(E)$ both lie below every $d_k$, the closed interval between them contains a point $E^*$ with $f(E^*)=E^*$, and $E^*$ is the lowest energy level of the full Hamiltonian.

## Use in a root search

If $E$ and $f(E)$ both lie below every $d_k$, one evaluation of $f$ gives an interval in which bisection can start. It also gives an error bound, $|E-E^*|\le|f(E)-E|$, so the residual can serve as a stopping criterion. If the diagonal of the Hamiltonian is taken as the unperturbed part, $f$ is the second-order Brillouin–Wigner energy expression, and for this model, with its mutually uncoupled outer states, every solution of $f(E)=E$ is an exact energy level.

If $a$ itself lies below every $d_k$, any trial energy below every $d_k$ will do: each term of the sum is then at most zero, so $f(E)\le a$.

## Monotonicity, a sign change and elimination

**$f$ does not increase below the outer energies.** Let $E\le E'$ with $E'<d_k$ for all $k$. Then $0<d_k-E'\le d_k-E$, so

$$\frac{|b_k|^2}{d_k-E}\le\frac{|b_k|^2}{d_k-E'}.$$

Changing signs and summing over $k$ gives $f(E')\le f(E)$.

**A solution exists in the interval.** Write $F=f(E)$ and $g(x)=f(x)-x$.

- If $E\le F$, then $g(E)=F-E\ge0$. Monotonicity gives $f(F)\le f(E)=F$, so $g(F)\le0$.
- If $F\le E$, then $g(E)\le0$. Monotonicity gives $f(F)\ge f(E)=F$, so $g(F)\ge0$.

Every point of the interval is at most $\max(E,F)$ and so lies below every $d_k$. No denominator vanishes there, $g$ is continuous, and the intermediate value theorem gives a zero $E^*$.

**It is the only solution below all $d_k$.** If $x\le y$ are two such solutions, then $y=f(y)\le f(x)=x$, so $x=y$.

**Solutions are energy levels.** With reference amplitude $v_0$ and outer amplitudes $v_k$, the eigenvalue equation reads

$$a v_0+\sum_k \overline{b_k}\,v_k=E v_0,\qquad b_k v_0+d_k v_k=E v_k .$$

For $E$ different from every $d_k$, the second equation gives $v_k=b_k v_0/(E-d_k)$. If $v_0$ were zero, the whole vector would be zero, so $v_0\ne0$. Substitution in the first equation gives $f(E)v_0=Ev_0$, hence $f(E)=E$. Conversely, if $f(E)=E$, the amplitudes $v_0=1$ and $v_k=b_k/(E-d_k)$ satisfy both equations.

**$E^*$ is the lowest level.** A level $\mu<E^*$ would also lie below every $d_k$. It would then be a second solution of $f(x)=x$ there, which uniqueness excludes.

## The Lean file

```lean
import Mathlib

open Matrix

namespace LoewdinBracketing

noncomputable section

/-- The Loewdin partitioning function `f(E) = a + ∑ |b k|² / (E - d k)`,
meant for energies `E` different from every `d k`. -/
def bracketFn {ι : Type*} [Fintype ι] (a : ℝ) (b : ι → ℂ) (d : ι → ℝ) (E : ℝ) : ℝ :=
  a + ∑ k, ‖b k‖ ^ 2 / (E - d k)

/-- The Hamiltonian of a reference state of energy `a` coupled by `b k` to
outer states of energies `d k`, which are not coupled to each other. -/
def hamiltonian {ι : Type*} [DecidableEq ι] (a : ℝ) (b : ι → ℂ) (d : ι → ℝ) :
    Matrix (Option ι) (Option ι) ℂ :=
  Matrix.of fun i j => match i, j with
    | none, none => (a : ℂ)
    | none, some k => (starRingEnd ℂ) (b k)
    | some k, none => b k
    | some k, some l => if k = l then (d k : ℂ) else 0

/-- A real number `E` is an energy level if the Hamiltonian has a nonzero
eigenvector with eigenvalue `E`. -/
def IsEnergyLevel {ι : Type*} [Fintype ι] [DecidableEq ι]
    (a : ℝ) (b : ι → ℂ) (d : ι → ℝ) (E : ℝ) : Prop :=
  ∃ v : Option ι → ℂ, v ≠ 0 ∧ hamiltonian a b d *ᵥ v = (E : ℂ) • v

variable {ι : Type*} [Fintype ι] {a : ℝ} {b : ι → ℂ} {d : ι → ℝ}

/-- Below all outer energies the partitioning function does not increase with energy. -/
theorem bracketFn_antitone {E E' : ℝ} (h : E ≤ E') (hd : ∀ k, E' < d k) :
    bracketFn a b d E' ≤ bracketFn a b d E := by
  have key : ∀ k, ‖b k‖ ^ 2 / (E' - d k) ≤ ‖b k‖ ^ 2 / (E - d k) := by
    intro k
    have h1 : 0 < d k - E' := sub_pos.mpr (hd k)
    have h2 : ‖b k‖ ^ 2 / (d k - E) ≤ ‖b k‖ ^ 2 / (d k - E') :=
      div_le_div_of_nonneg_left (by positivity) h1 (by linarith)
    rw [← neg_sub (d k) E', ← neg_sub (d k) E, div_neg, div_neg]
    linarith
  have hsum := Finset.sum_le_sum fun k (_ : k ∈ Finset.univ) => key k
  unfold bracketFn
  linarith

/-- The partitioning function is continuous below all outer energies. -/
theorem bracketFn_continuousOn :
    ContinuousOn (bracketFn a b d) {x | ∀ k, x < d k} := by
  change ContinuousOn (fun x => a + ∑ k, ‖b k‖ ^ 2 / (x - d k)) _
  refine continuousOn_const.add (continuousOn_finsetSum _ fun k _ => ?_)
  exact continuousOn_const.div (continuousOn_id.sub continuousOn_const)
    fun x hx => (sub_neg.mpr (hx k)).ne

/-- Loewdin bracketing: if `E` and `f(E)` lie below all outer energies, then between
them there is a solution of `f(x) = x`, also below all outer energies. -/
theorem loewdin_bracketing {E : ℝ} (hE : ∀ k, E < d k)
    (hf : ∀ k, bracketFn a b d E < d k) :
    ∃ x ∈ Set.uIcc E (bracketFn a b d E),
      (∀ k, x < d k) ∧ bracketFn a b d x = x := by
  have hlt : ∀ x ∈ Set.uIcc E (bracketFn a b d E), ∀ k, x < d k :=
    fun x hx k => lt_of_le_of_lt hx.2 (max_lt (hE k) (hf k))
  have hc : ContinuousOn (fun x => bracketFn a b d x - x)
      (Set.uIcc E (bracketFn a b d E)) :=
    (bracketFn_continuousOn.mono hlt).sub continuousOn_id
  -- zero lies between the values of `f(x) - x` at the two ends of the bracket, or equals one of them
  have h0 : (0 : ℝ) ∈ Set.uIcc (bracketFn a b d E - E)
      (bracketFn a b d (bracketFn a b d E) - bracketFn a b d E) := by
    rw [Set.mem_uIcc]
    rcases le_total E (bracketFn a b d E) with h | h
    · have h1 := bracketFn_antitone (a := a) (b := b) h hf
      exact Or.inr ⟨by linarith, by linarith⟩
    · have h1 := bracketFn_antitone (a := a) (b := b) h hE
      exact Or.inl ⟨by linarith, by linarith⟩
  obtain ⟨x, hx, hx0⟩ := intermediate_value_uIcc hc h0
  exact ⟨x, hx, hlt x hx, sub_eq_zero.mp hx0⟩

/-- Below all outer energies the equation `f(x) = x` has at most one solution. -/
theorem fixed_point_unique {x y : ℝ} (hx : ∀ k, x < d k) (hy : ∀ k, y < d k)
    (hfx : bracketFn a b d x = x) (hfy : bracketFn a b d y = y) : x = y := by
  rcases le_total x y with h | h
  · have h1 := bracketFn_antitone (a := a) (b := b) h hy
    linarith
  · have h1 := bracketFn_antitone (a := a) (b := b) h hx
    linarith

omit [Fintype ι] in
/-- The partitioned Hamiltonian is Hermitian. -/
theorem hamiltonian_isHermitian [DecidableEq ι] : (hamiltonian a b d).IsHermitian := by
  apply Matrix.IsHermitian.ext
  intro i j
  rcases i with _ | k <;> rcases j with _ | l
  · simp [hamiltonian]
  · simp [hamiltonian]
  · simp [hamiltonian]
  · by_cases h : k = l
    · subst h
      simp [hamiltonian]
    · simp [hamiltonian, h, Ne.symm h]

/-- The eigenvalue equation splits into one equation for the reference amplitude
and one for each outer amplitude. -/
theorem eigen_equations [DecidableEq ι] (v : Option ι → ℂ) (E : ℝ) :
    hamiltonian a b d *ᵥ v = (E : ℂ) • v ↔
      ((a : ℂ) * v none + ∑ k, (starRingEnd ℂ) (b k) * v (some k) = E * v none) ∧
      ∀ k, b k * v none + (d k : ℂ) * v (some k) = E * v (some k) := by
  rw [funext_iff, Option.forall]
  simp [hamiltonian, Matrix.mulVec, dotProduct, Fintype.sum_option]

/-- An energy different from all outer energies is a level of the Hamiltonian
exactly when it solves `f(E) = E`. -/
theorem isEnergyLevel_iff [DecidableEq ι] {E : ℝ} (hE : ∀ k, E ≠ d k) :
    IsEnergyLevel a b d E ↔ bracketFn a b d E = E := by
  have hne : ∀ k, (E : ℂ) - (d k : ℂ) ≠ 0 := fun k => by
    exact_mod_cast sub_ne_zero.mpr (hE k)
  have hcast : ((bracketFn a b d E : ℝ) : ℂ) =
      (a : ℂ) + ∑ k, (starRingEnd ℂ) (b k) * (b k / ((E : ℂ) - (d k : ℂ))) := by
    simp only [bracketFn, Complex.ofReal_add, Complex.ofReal_sum, Complex.ofReal_div,
      Complex.ofReal_sub]
    congr 1
    refine Finset.sum_congr rfl fun k _ => ?_
    have hn : ((‖b k‖ ^ 2 : ℝ) : ℂ) = (starRingEnd ℂ) (b k) * b k := by
      rw [← Complex.normSq_eq_norm_sq, Complex.normSq_eq_conj_mul_self]
    rw [hn, mul_div_assoc]
  constructor
  · rintro ⟨v, hv, h⟩
    obtain ⟨h0, hk⟩ := (eigen_equations v E).mp h
    -- eliminate the outer amplitudes
    have hs : ∀ k, v (some k) = b k * v none / ((E : ℂ) - (d k : ℂ)) := fun k => by
      rw [eq_div_iff (hne k)]
      linear_combination -(hk k)
    have h00 : v none ≠ 0 := by
      intro hz
      apply hv
      funext i
      cases i with
      | none => exact hz
      | some k => simp [hs k, hz]
    have hfix : ((bracketFn a b d E : ℝ) : ℂ) = (E : ℂ) := by
      apply mul_right_cancel₀ h00
      rw [hcast, add_mul, Finset.sum_mul, ← h0]
      congr 1
      refine Finset.sum_congr rfl fun k _ => ?_
      rw [hs k]
      ring
    exact_mod_cast hfix
  · intro h
    rw [h] at hcast
    -- rebuild the eigenvector from reference amplitude one
    refine ⟨fun i => i.elim 1 fun k => b k / ((E : ℂ) - (d k : ℂ)),
      fun hz => by simpa using congrFun hz none, (eigen_equations _ E).mpr ⟨?_, ?_⟩⟩
    · change (a : ℂ) * 1 + ∑ k, (starRingEnd ℂ) (b k) * (b k / ((E : ℂ) - (d k : ℂ)))
        = (E : ℂ) * 1
      linear_combination -hcast
    · intro k
      change b k * 1 + (d k : ℂ) * (b k / ((E : ℂ) - (d k : ℂ)))
        = (E : ℂ) * (b k / ((E : ℂ) - (d k : ℂ)))
      linear_combination -(div_mul_cancel₀ (b k) (hne k))

/-- If `E` and `f(E)` lie below all outer energies, the lowest energy level of the
Hamiltonian lies in the closed interval between them. -/
theorem bracket_contains_lowest_level [DecidableEq ι] {E : ℝ} (hE : ∀ k, E < d k)
    (hf : ∀ k, bracketFn a b d E < d k) :
    ∃ x ∈ Set.uIcc E (bracketFn a b d E), IsLeast {μ | IsEnergyLevel a b d μ} x := by
  obtain ⟨x, hx, hxd, hfx⟩ := loewdin_bracketing hE hf
  refine ⟨x, hx, (isEnergyLevel_iff fun k => (hxd k).ne).mpr hfx, ?_⟩
  intro μ hμ
  by_contra hcon
  have hlt : μ < x := lt_of_not_ge hcon
  -- a lower level would be a second fixed point
  have hμd : ∀ k, μ < d k := fun k => hlt.trans (hxd k)
  have hfμ := (isEnergyLevel_iff fun k => (hμd k).ne).mp hμ
  exact hlt.ne (fixed_point_unique hμd hxd hfμ hfx)

end

end LoewdinBracketing
```

```lean
#print axioms LoewdinBracketing.hamiltonian_isHermitian
#print axioms LoewdinBracketing.bracket_contains_lowest_level
```

```
'LoewdinBracketing.hamiltonian_isHermitian' depends on axioms: [propext, Classical.choice, Quot.sound]
'LoewdinBracketing.bracket_contains_lowest_level' depends on axioms: [propext, Classical.choice, Quot.sound]
```

## The statements and their proofs in Lean

The outer states are indexed by a finite type `ι`, and the full basis is `Option ι`: `none` is the reference state and `some k` an outer state. The function $f$ is `bracketFn`. In `hamiltonian`, the entry in row `some k`, column `none` is $b_k$, and its mirror image is the complex conjugate. `IsEnergyLevel` asks for a real $E$ and a nonzero eigenvector, which need not be normalised. `Set.uIcc` is the closed interval between two numbers in either order, and `IsLeast` says that a number belongs to a set and that no member is smaller.

`bracketFn_antitone` compares the sums term by term, and `bracketFn_continuousOn` supplies continuity. In `loewdin_bracketing`, `le_total` splits the proof into the two cases above, and `intermediate_value_uIcc` produces the zero. `fixed_point_unique` is the uniqueness argument.

`eigen_equations` splits the matrix equation into the two displayed ones. In `isEnergyLevel_iff`, the step `hs` solves for the outer amplitudes, `h00` shows that the reference amplitude is nonzero, and `hfix` cancels it. The step `hcast` carries the real $f$ into the complex numbers through $|b_k|^2=\overline{b_k}b_k$. The converse direction checks the explicit eigenvector. `bracket_contains_lowest_level` then combines existence, uniqueness and this equivalence. Separately, `hamiltonian_isHermitian` checks the matrix entry by entry, so restricting levels to real numbers loses no eigenvalue.

## A trial energy above an outer state, and other limits

The condition on $E$ matters. Take one outer state with $d=0$, $b=1$ and $a=-3$, and choose $E=1$. Then $f(1)=-2$ lies below $d$, but $E$ does not. The levels solve $E^2+3E-1=0$ and are about $-3.30$ and $0.30$. The interval $[-2,1]$ contains only the upper one, so a code that skipped the test would look for the lowest level in an interval that does not contain it. Bisection has no valid start there either, since $f(x)-x$ is negative at both ends.

The bracket concerns the lowest level only, whereas Löwdin's partitioning is also applied to excited levels and to outer states that are coupled to each other. A finite Hermitian outer block can be brought to the present form by diagonalising it first, with the couplings transformed accordingly; that reduction is left to the user.

The arithmetic is that of exact real and complex numbers. Near convergence, rounding in $f(E)$ can exceed the width of the interval, and a computed bracket then needs a margin. Iterating $f$ need not converge even when the bracket holds, as the two-state example at the start shows.
